# For a fixed, bounded and continuous spherically averaged spin density, the ZORA contact integral of a point nucleus tends to the spin density at the nucleus in the nonrelativistic limit

An unpaired s electron has spin density at the nucleus, and the nonrelativistic Fermi contact term picks out that density with a delta function. In the zeroth-order regular approximation (ZORA) the magnetic coupling carries an extra factor, which for a point nucleus is $K_a(r)=r/(r+a)$ with a small length $a>0$. This factor is zero at $r=0$, exactly where the delta function sits, so the contact term seems to be lost.

I have been told that it survives in the slope of the factor: if $f$ is the spherically averaged spin density, then $\int_0^\infty K_a'(r)f(r)\,dr$ should tend to $f(0)$ as $a\to0^+$. Is that true for every bounded continuous $f$? I would like to see each step, and a proof that a machine has checked.

## The slope of the factor is a spread-out delta function

Yes. The factor rises from 0 at the nucleus to 1 far away, so its slope has total weight one, and that weight gathers at the nucleus as $a$ shrinks.

**From the potential to $K_a$.** In atomic units, with speed of light $c$ and potential energy $V$, the ZORA factor is $K=2c^2/(2c^2-V)$. For a nuclear charge $Z>0$ and $V=-Z/r$,
$$K=\frac{2c^2}{2c^2+Z/r}=\frac{r}{r+a},\qquad a=\frac{Z}{2c^2}.$$

**The weight.** The quotient rule gives
$$K_a'(r)=\frac{(r+a)-r}{(r+a)^2}=\frac{a}{(r+a)^2}\ge 0 .$$
Since $K_a(0)=0$, the weight inside radius $R$ is $\int_0^R K_a'\,dr=K_a(R)$. At $R=a$ this is $1/2$. As $R\to\infty$, $K_a(R)=1-a/(R+a)\to1$, so the total weight is one.

**The integral exists.** If $|f|\le C$ on $[0,\infty)$, then $|K_a'f|\le C\,K_a'$, which is integrable.

**The limit.** Put $r=as$, $dr=a\,ds$. Because $a\cdot a/(as+a)^2=1/(s+1)^2$,
$$\int_0^\infty K_a'(r)f(r)\,dr=\int_0^\infty\frac{f(as)}{(s+1)^2}\,ds .$$
The parameter now appears only in $f$. For each $s>0$, continuity gives $f(as)\to f(0)$ as $a\to0^+$, and the integrand never exceeds $C/(s+1)^2$ in size. By dominated convergence the limit is $f(0)\int_0^\infty ds/(s+1)^2=f(0)$. With $a=Z/(2c^2)$, the same limit is reached as $c\to\infty$.

**Why a bound on $f$ is assumed.** The kernel falls off only as $1/r^2$. For $f(r)=r$ and $r>a$ we have $r+a<2r$, so the integrand exceeds $a/(4r)$ and its integral diverges logarithmically. This $f$ is not a possible spin density, because its integral over space is infinite, but it shows that for a general function $f$ continuity alone is not enough.

## The Lean file

```lean
import Mathlib

open MeasureTheory Filter Set Topology

namespace ZoraContact

noncomputable section

/-- The ZORA factor `2c² / (2c² - V)` of an electron at potential energy `V`, in atomic units,
for `V ≠ 2c²`. -/
def zoraFactor (c V : ℝ) : ℝ := 2 * c ^ 2 / (2 * c ^ 2 - V)

/-- The point-nucleus form `r / (r + a)` of the ZORA factor, with length `a`, for `r + a ≠ 0`. -/
def pointZora (a r : ℝ) : ℝ := r / (r + a)

/-- In the Coulomb potential `-Z/r` with `Z, c, r > 0`, the ZORA factor is `r / (r + a)` with
`a = Z / (2c²)`. -/
theorem zoraFactor_coulomb {c Z r : ℝ} (hc : 0 < c) (hZ : 0 < Z) (hr : 0 < r) :
    zoraFactor c (-Z / r) = pointZora (Z / (2 * c ^ 2)) r := by
  have h1 : 2 * c ^ 2 - -Z / r ≠ 0 := by
    have : 0 < 2 * c ^ 2 + Z / r := by positivity
    rw [neg_div, sub_neg_eq_add]
    exact this.ne'
  have h2 : r + Z / (2 * c ^ 2) ≠ 0 := by positivity
  have e1 : 2 * c ^ 2 * (Z / (2 * c ^ 2)) = Z := by field_simp
  have e2 : r * (-Z / r) = -Z := by field_simp
  unfold zoraFactor pointZora
  rw [div_eq_div_iff h1 h2]
  linear_combination e1 + e2

/-- For `a > 0` and `r ≥ 0` the slope of the point-nucleus factor is `a / (r + a)²`. -/
theorem hasDerivAt_pointZora {a r : ℝ} (ha : 0 < a) (hr : 0 ≤ r) :
    HasDerivAt (pointZora a) (a / (r + a) ^ 2) r := by
  have h : r + a ≠ 0 := by positivity
  have h1 : HasDerivAt (fun x : ℝ => x / (x + a))
      ((1 * (r + a) - r * 1) / (r + a) ^ 2) r :=
    (hasDerivAt_id' r).fun_div ((hasDerivAt_id' r).add_const a) h
  exact h1.congr_deriv (by ring)

/-- For `a > 0` the point-nucleus factor is zero at the nucleus, and it tends to zero as the
nucleus is approached. -/
theorem pointZora_at_nucleus {a : ℝ} (ha : 0 < a) :
    pointZora a 0 = 0 ∧ Tendsto (pointZora a) (𝓝[>] 0) (𝓝 0) := by
  have h0 : pointZora a 0 = 0 := by simp [pointZora]
  have h := (hasDerivAt_pointZora ha le_rfl).continuousAt.tendsto
  rw [h0] at h
  exact ⟨h0, h.mono_left nhdsWithin_le_nhds⟩

/-- For `a > 0` the slope of the point-nucleus factor is integrable over `r > 0` and has total
weight one. -/
theorem total_weight {a : ℝ} (ha : 0 < a) :
    IntegrableOn (deriv (pointZora a)) (Ioi 0) ∧
      ∫ r in Ioi (0 : ℝ), deriv (pointZora a) r = 1 := by
  have hd : ∀ r ∈ Ici (0 : ℝ), HasDerivAt (pointZora a) (deriv (pointZora a) r) r :=
    fun r hr => (hasDerivAt_pointZora ha hr).differentiableAt.hasDerivAt
  have hpos : ∀ r ∈ Ioi (0 : ℝ), 0 ≤ deriv (pointZora a) r := by
    intro r hr
    rw [(hasDerivAt_pointZora ha (le_of_lt hr)).deriv]
    positivity
  -- far from the nucleus the factor `1 - a / (r + a)` tends to one
  have hlim : Tendsto (pointZora a) atTop (𝓝 1) := by
    have h1 : Tendsto (fun r : ℝ => a / (r + a)) atTop (𝓝 0) :=
      tendsto_const_nhds.div_atTop (tendsto_atTop_add_const_right atTop a tendsto_id)
    have h2 : Tendsto (fun r : ℝ => 1 - a / (r + a)) atTop (𝓝 1) := by
      simpa using h1.const_sub 1
    refine h2.congr' ?_
    filter_upwards [eventually_gt_atTop (0 : ℝ)] with r hr
    have h : r + a ≠ 0 := by positivity
    unfold pointZora
    rw [eq_div_iff h, sub_mul, div_mul_cancel₀ _ h]
    ring
  refine ⟨integrableOn_Ioi_deriv_of_nonneg' hd hpos hlim, ?_⟩
  rw [integral_Ioi_of_hasDerivAt_of_nonneg' hd hpos hlim, (pointZora_at_nucleus ha).1, sub_zero]

/-- For `a > 0`, the weight inside a sphere of radius `R ≥ 0` is the factor at `R`, and half of
the total weight one lies within `r = a`. -/
theorem enclosed_weight {a : ℝ} (ha : 0 < a) :
    (∀ R : ℝ, 0 ≤ R → ∫ r in (0 : ℝ)..R, deriv (pointZora a) r = pointZora a R) ∧
      ∫ r in (0 : ℝ)..a, deriv (pointZora a) r = 1 / 2 := by
  have key : ∀ R : ℝ, 0 ≤ R → ∫ r in (0 : ℝ)..R, deriv (pointZora a) r = pointZora a R := by
    intro R hR
    rw [intervalIntegral.integral_eq_sub_of_hasDerivAt (f := pointZora a),
      (pointZora_at_nucleus ha).1, sub_zero]
    · intro r hr
      rw [uIcc_of_le hR] at hr
      exact (hasDerivAt_pointZora ha hr.1).differentiableAt.hasDerivAt
    · exact (intervalIntegrable_iff_integrableOn_Ioc_of_le hR).2
        ((total_weight ha).1.mono_set Ioc_subset_Ioi_self)
  refine ⟨key, ?_⟩
  rw [key a ha.le, pointZora, div_eq_div_iff (by positivity) two_ne_zero]
  ring

/-- For `a > 0` and `f` continuous and bounded on `[0, ∞)`, the ZORA contact integrand
is integrable over `r > 0`. -/
theorem contact_integrable {a C : ℝ} {f : ℝ → ℝ} (ha : 0 < a)
    (hf : ContinuousOn f (Ici 0)) (hC : ∀ r, 0 ≤ r → |f r| ≤ C) :
    IntegrableOn (fun r => deriv (pointZora a) r * f r) (Ioi 0) := by
  refine Integrable.mono' ((total_weight ha).1.mul_const C) ?_ ?_
  · exact (measurable_deriv _).aestronglyMeasurable.mul
      ((hf.mono Ioi_subset_Ici_self).aestronglyMeasurable measurableSet_Ioi)
  · refine (ae_restrict_iff' measurableSet_Ioi).2 (Eventually.of_forall fun r hr => ?_)
    have hr' : 0 < r := hr
    rw [(hasDerivAt_pointZora ha hr'.le).deriv, Real.norm_eq_abs, abs_mul,
      abs_of_nonneg (by positivity : 0 ≤ a / (r + a) ^ 2)]
    exact mul_le_mul_of_nonneg_left (hC r hr'.le) (by positivity)

/-- Measuring `r` in units of `a > 0` turns the contact integral into one with a fixed kernel. -/
theorem contact_scaling {a : ℝ} (ha : 0 < a) (f : ℝ → ℝ) :
    ∫ r in Ioi (0 : ℝ), deriv (pointZora a) r * f r =
      ∫ s in Ioi (0 : ℝ), deriv (pointZora 1) s * f (a * s) := by
  have h : ∫ s in Ioi (0 : ℝ), deriv (pointZora a) (a * s) * f (a * s) =
      a⁻¹ * ∫ r in Ioi (0 : ℝ), deriv (pointZora a) r * f r := by
    have := integral_comp_mul_left_Ioi (fun r => deriv (pointZora a) r * f r) 0 ha
    rwa [mul_zero, smul_eq_mul] at this
  calc ∫ r in Ioi (0 : ℝ), deriv (pointZora a) r * f r
      = a * ∫ s in Ioi (0 : ℝ), deriv (pointZora a) (a * s) * f (a * s) := by
        rw [h, mul_inv_cancel_left₀ ha.ne']
    _ = ∫ s in Ioi (0 : ℝ), a * (deriv (pointZora a) (a * s) * f (a * s)) :=
        (integral_const_mul _ _).symm
    _ = _ := by
        refine setIntegral_congr_fun measurableSet_Ioi fun s hs => ?_
        have hs' : 0 < s := hs
        have e : a * (a / (a * s + a) ^ 2) = 1 / (s + 1) ^ 2 := by
          rw [show a * s + a = a * (s + 1) by ring]
          field_simp
        change a * (deriv (pointZora a) (a * s) * f (a * s)) = deriv (pointZora 1) s * f (a * s)
        rw [(hasDerivAt_pointZora ha (by positivity : 0 ≤ a * s)).deriv,
          (hasDerivAt_pointZora one_pos hs'.le).deriv, ← mul_assoc, e]

/-- For `f` continuous and bounded on `[0, ∞)`, the ZORA contact integral tends to the
contact value `f 0` as the length `a` tends to zero from above. -/
theorem contact_limit {C : ℝ} {f : ℝ → ℝ}
    (hf : ContinuousOn f (Ici 0)) (hC : ∀ r, 0 ≤ r → |f r| ≤ C) :
    Tendsto (fun a => ∫ r in Ioi (0 : ℝ), deriv (pointZora a) r * f r) (𝓝[>] 0) (𝓝 (f 0)) := by
  have lim : Tendsto (fun a => ∫ s in Ioi (0 : ℝ), deriv (pointZora 1) s * f (a * s)) (𝓝[>] 0)
      (𝓝 (∫ s in Ioi (0 : ℝ), deriv (pointZora 1) s * f 0)) := by
    -- dominated convergence with the bound on `f` times the fixed kernel
    refine tendsto_integral_filter_of_dominated_convergence
      (fun s => deriv (pointZora 1) s * C) ?_ ?_ ((total_weight one_pos).1.mul_const C) ?_
    · filter_upwards [self_mem_nhdsWithin] with a ha
      have ha' : 0 < a := ha
      have hg : ContinuousOn (fun s => f (a * s)) (Ioi 0) :=
        hf.comp (continuous_const.mul continuous_id).continuousOn
          (fun s hs => (mul_pos ha' hs).le)
      exact (measurable_deriv _).aestronglyMeasurable.mul
        (hg.aestronglyMeasurable measurableSet_Ioi)
    · filter_upwards [self_mem_nhdsWithin] with a ha
      have ha' : 0 < a := ha
      refine (ae_restrict_iff' measurableSet_Ioi).2 (Eventually.of_forall fun s hs => ?_)
      have hs' : 0 < s := hs
      rw [(hasDerivAt_pointZora one_pos hs'.le).deriv, Real.norm_eq_abs, abs_mul,
        abs_of_nonneg (by positivity : 0 ≤ 1 / (s + 1) ^ 2)]
      exact mul_le_mul_of_nonneg_left (hC _ (by positivity)) (by positivity)
    · refine (ae_restrict_iff' measurableSet_Ioi).2 (Eventually.of_forall fun s hs => ?_)
      have h0 : Tendsto (fun a : ℝ => a * s) (𝓝[>] 0) (𝓝 0) := by
        have : Tendsto (fun a : ℝ => a * s) (𝓝 0) (𝓝 (0 * s)) := tendsto_id.mul_const s
        rw [zero_mul] at this
        exact this.mono_left nhdsWithin_le_nhds
      have h1 : Tendsto (fun a : ℝ => a * s) (𝓝[>] 0) (𝓝[Ici 0] 0) := by
        refine tendsto_nhdsWithin_iff.2 ⟨h0, ?_⟩
        filter_upwards [self_mem_nhdsWithin] with a ha
        have ha' : 0 < a := ha
        have hs' : 0 < s := hs
        exact (mul_pos ha' hs').le
      exact ((hf 0 self_mem_Ici).tendsto.comp h1).const_mul _
  rw [integral_mul_const, (total_weight one_pos).2, one_mul] at lim
  refine lim.congr' ?_
  filter_upwards [self_mem_nhdsWithin] with a ha
  exact (contact_scaling ha f).symm

/-- For a point nucleus of charge `Z > 0` and `f` continuous and bounded on `[0, ∞)`, the contact
integral with the Coulomb ZORA factor tends to `f 0` as the speed of light tends to infinity. -/
theorem nonrelativistic_limit {Z C : ℝ} {f : ℝ → ℝ} (hZ : 0 < Z)
    (hf : ContinuousOn f (Ici 0)) (hC : ∀ r, 0 ≤ r → |f r| ≤ C) :
    Tendsto (fun c => ∫ r in Ioi (0 : ℝ), deriv (fun x => zoraFactor c (-Z / x)) r * f r)
      atTop (𝓝 (f 0)) := by
  have h0 : Tendsto (fun c : ℝ => Z / (2 * c ^ 2)) atTop (𝓝 0) :=
    tendsto_const_nhds.div_atTop ((tendsto_pow_atTop two_ne_zero).const_mul_atTop two_pos)
  have h1 : Tendsto (fun c : ℝ => Z / (2 * c ^ 2)) atTop (𝓝[>] 0) := by
    refine tendsto_nhdsWithin_iff.2 ⟨h0, ?_⟩
    filter_upwards [eventually_gt_atTop (0 : ℝ)] with c hc
    exact div_pos hZ (by positivity)
  refine ((contact_limit hf hC).comp h1).congr' ?_
  filter_upwards [eventually_gt_atTop (0 : ℝ)] with c hc
  refine setIntegral_congr_fun measurableSet_Ioi fun r hr => ?_
  -- the two forms of the factor agree near every `r > 0`, hence so do their slopes
  have he : (fun x => zoraFactor c (-Z / x)) =ᶠ[𝓝 r] pointZora (Z / (2 * c ^ 2)) := by
    filter_upwards [Ioi_mem_nhds hr] with x hx
    exact zoraFactor_coulomb hc hZ hx
  change deriv (pointZora (Z / (2 * c ^ 2))) r * f r = _ * f r
  rw [he.deriv_eq]

/-- For the unbounded function `f r = r` the contact integrand is not integrable over `r > 0`,
whatever the length `a > 0`. -/
theorem unbounded_not_integrable {a : ℝ} (ha : 0 < a) :
    ¬ IntegrableOn (fun r => deriv (pointZora a) r * r) (Ioi 0) := by
  intro h
  have h1 := (h.mono_set (Ioi_subset_Ioi ha.le)).const_mul (4 / a)
  refine not_integrableOn_Ioi_inv (a := a) (Integrable.mono' h1 ?_ ?_)
  · exact measurable_inv.aestronglyMeasurable
  · -- beyond `r = a` the integrand is at least `a / (4 r)`
    refine (ae_restrict_iff' measurableSet_Ioi).2 (Eventually.of_forall fun r hr => ?_)
    have har : a < r := hr
    have hr' : 0 < r := ha.trans har
    rw [(hasDerivAt_pointZora ha hr'.le).deriv, Real.norm_eq_abs,
      abs_of_pos (inv_pos.2 hr')]
    have e : 4 / a * (a / (r + a) ^ 2 * r) = 4 * r / (r + a) ^ 2 := by field_simp
    rw [e, inv_eq_one_div, div_le_div_iff₀ hr' (by positivity)]
    nlinarith

end

end ZoraContact
```

```lean
#print axioms ZoraContact.enclosed_weight
#print axioms ZoraContact.contact_integrable
#print axioms ZoraContact.nonrelativistic_limit
#print axioms ZoraContact.unbounded_not_integrable
```

```
'ZoraContact.enclosed_weight' depends on axioms: [propext, Classical.choice, Quot.sound]
'ZoraContact.contact_integrable' depends on axioms: [propext, Classical.choice, Quot.sound]
'ZoraContact.nonrelativistic_limit' depends on axioms: [propext, Classical.choice, Quot.sound]
'ZoraContact.unbounded_not_integrable' depends on axioms: [propext, Classical.choice, Quot.sound]
```

## What the theorems say about the physics

`zoraFactor c V` is the general factor and `pointZora a r` is $K_a(r)$. The kernel is `deriv (pointZora a)`, the actual derivative, and its closed form is proved. `Ioi 0` is the range $r>0$, `Ici 0` is $r\ge0$, and `𝓝[>] 0` means that $a$ approaches zero from above.

The main statement is `contact_limit`. Its hypothesis `hf` asks for continuity on $[0,\infty)$, which at the nucleus means continuity from the right; `hC` is the bound $|f(r)|\le C$. Values of $f$ at negative $r$ play no part. Lean gives a non-integrable function the integral zero, so `contact_integrable` is needed to show that the integral in the limit is a genuine one. `pointZora_at_nucleus` says that the factor vanishes at the nucleus both as a value and as a limit, and `nonrelativistic_limit` states the result for the original factor with $V=-Z/r$ as $c\to\infty$.

The integral is one-dimensional. In space it corresponds to replacing the delta function by $K_a'(r)/(4\pi r^2)$, with $f$ the spherical average of the spin density. The hyperfine operator itself, with its prefactors, is taken as background and not derived.

For ZORA calculations of isotropic hyperfine couplings, the result accounts for the nonrelativistic limit of the contact contribution, for a bare point nucleus and a density that stays fixed as $c$ grows. A true ZORA density changes with $c$ and is weakly singular at a point nucleus, so it does not satisfy these hypotheses. Screening by other electrons and nuclei of finite size are also left out.

## How the lemmas carry the argument

- `zoraFactor_coulomb` clears the denominators to reach $r/(r+a)$, and `hasDerivAt_pointZora` is the quotient rule.
- `total_weight` uses the fundamental theorem of calculus on a half-line. A nonnegative derivative of a function with a finite limit is integrable, and its integral is the total rise, $1-0$.
- `enclosed_weight` does the same on $[0,R]$ and then sets $R=a$.
- `contact_integrable` compares the integrand with $C\,K_a'$.
- `contact_scaling` is the substitution $r=as$; the identity `e` inside it is the cancellation that leaves $1/(s+1)^2$.
- `contact_limit` applies the dominated convergence theorem, which asks for measurability, the bound, an integrable majorant and the pointwise limit. For the last, the proof shows that $as$ approaches 0 while staying in $[0,\infty)$, the only side on which $f$ is known to be continuous. `contact_scaling` then carries the limit back to the original integral.
- `nonrelativistic_limit` composes this with $Z/(2c^2)\to0^+$. The two forms of the factor agree in a neighbourhood of every $r>0$, so their slopes agree there too.
- `unbounded_not_integrable` argues by contradiction: if the integrand for $f(r)=r$ were integrable, then $1/r$ would be integrable on $(a,\infty)$. The closing `nlinarith` supplies $(r+a)^2\le4r^2$ for $r>a$.
